# A cluster energy that is zero on the empty cluster is pairwise additive exactly when its increments on three or more particles vanish

To build the energy of a large cluster from dimer calculations, one computes each monomer and each dimer, subtracts the monomer energies to get pair interactions, and adds the interactions of all pairs to the sum of the monomer energies. The result reproduces the energy of every cluster exactly when no group of three or more particles contributes anything of its own. Here that condition is made precise for an energy function $F$ with $F(\varnothing)=0$, together with a formula for the energy of $N$ particles in terms of monomers and dimers.

## Clusters, increments and pair energies

The particles carry labels from a type `ι`, and a cluster is a finite set of labels, a `Finset ι`. The type may be infinite, but each cluster is finite; a fixed finite set of particles is the case of a finite `ι`. The energy is a function $F$ from clusters to real numbers. Physically, each particle keeps one fixed position and internal geometry, and $F(S)$ is the energy when only the particles in $S$ are present. Positions do not appear explicitly, so nothing is said about how a pair term depends on distance.

```lean
import Mathlib

open Finset

namespace PairwiseAdditivity

noncomputable section

variable {ι : Type*} [DecidableEq ι]
```

The many-body increment of $F$ on a cluster $T$ is

$$\Delta F(T)=\sum_{S\subseteq T}(-1)^{|T|-|S|}F(S).$$

For a dimer with $F(\varnothing)=0$ this is $F(\{i,j\})-F(\{i\})-F(\{j\})$. For a trimer, again with $F(\varnothing)=0$, it is the trimer energy minus the three dimer energies plus the three monomer energies. In Lean the sum runs over `T.powerset`.

```lean
/-- The many-body increment of the energy function `F` on the cluster `T`: the alternating sum of
the energies of all subclusters. -/
def increment (F : Finset ι → ℝ) (T : Finset ι) : ℝ :=
  ∑ S ∈ T.powerset, (-1 : ℝ) ^ (T.card - S.card) * F S
```

Given one-body terms $u_i$ and a pair potential $v_{ij}$, the pair energy is

$$E_{u,v}(S)=\sum_{i\in S}u_i+\frac12\sum_{i\in S}\sum_{j\in S,\,j\ne i}v_{ij}.$$

The inner sum runs over `S.erase i`, so the diagonal values $v_{ii}$ never enter. The factor one half is there because each pair occurs in both orders.

```lean
/-- The energy of a cluster with one-body terms `u` and pair potential `v`; the factor one half
corrects for counting each pair twice. -/
def pairEnergy (u : ι → ℝ) (v : ι → ι → ℝ) (S : Finset ι) : ℝ :=
  (∑ i ∈ S, u i) + 1 / 2 * ∑ i ∈ S, ∑ j ∈ S.erase i, v i j
```

$F$ is pairwise additive if one choice of $u$ and one symmetric $v$ give $F(S)=E_{u,v}(S)$ for all clusters $S$ at once. The terms may differ from particle to particle and from pair to pair, but they may not depend on which other particles are present.

```lean
/-- An energy function is pairwise additive if it is a sum of one-body terms and symmetric
two-body terms. -/
def IsPairwiseAdditive (F : Finset ι → ℝ) : Prop :=
  ∃ (u : ι → ℝ) (v : ι → ι → ℝ), (∀ i j, v i j = v j i) ∧ ∀ S, F S = pairEnergy u v S
```

The natural candidate for the pair term is the dimer interaction energy $F(\{i,j\})-F(\{i\})-F(\{j\})$.

```lean
/-- The interaction energy of a dimer: its energy minus the energies of its two monomers. -/
def interaction (F : Finset ι → ℝ) (i j : ι) : ℝ :=
  F {i, j} - F {i} - F {j}
```

## Adding one particle takes a difference

Let $a\notin T$. Every subcluster of $T\cup\{a\}$ is either some $S\subseteq T$ or $S\cup\{a\}$ with $S\subseteq T$. Relative to $T\cup\{a\}$, the first kind has sign $-(-1)^{|T|-|S|}$ and the second has sign $(-1)^{|T|-|S|}$. Hence

$$\Delta F(T\cup\{a\})=\sum_{S\subseteq T}(-1)^{|T|-|S|}\bigl[F(S\cup\{a\})-F(S)\bigr].$$

The proof splits the sum with `Finset.sum_powerset_insert` and compares the two sides for each $S$.

```lean
/-- The increment on a cluster enlarged by the particle `a` is the increment, on the original
cluster, of the energy change caused by adding `a`. -/
theorem increment_insert (F : Finset ι → ℝ) {a : ι} {T : Finset ι} (ha : a ∉ T) :
    increment F (insert a T) = increment (fun S => F (insert a S) - F S) T := by
  unfold increment
  rw [Finset.sum_powerset_insert ha, ← Finset.sum_add_distrib]
  refine Finset.sum_congr rfl fun S hS => ?_
  have hST := Finset.mem_powerset.1 hS
  have hc := Finset.card_le_card hST
  have haS : a ∉ S := fun h => ha (hST h)
  have e1 : T.card + 1 - S.card = (T.card - S.card) + 1 := by omega
  have e2 : T.card + 1 - (S.card + 1) = T.card - S.card := by omega
  rw [Finset.card_insert_of_notMem ha, Finset.card_insert_of_notMem haS, e1, e2, pow_succ]
  ring
```

For a pair energy the difference is simple. When $a$ joins $S$, the new ordered pairs are $(a,j)$ and $(j,a)$ with $j\in S$. By symmetry they contribute equally, and the factor one half leaves one copy:

$$E_{u,v}(S\cup\{a\})-E_{u,v}(S)=u_a+\sum_{j\in S}v_{aj}.$$

The auxiliary equation `h` collects the pairs in which $a$ stands second, and this is where `hv` is used.

```lean
/-- Adding a particle to a cluster changes the pair energy by its one-body term and its
interactions with the particles already present. -/
theorem pairEnergy_insert (u : ι → ℝ) (v : ι → ι → ℝ) (hv : ∀ i j, v i j = v j i)
    {a : ι} {S : Finset ι} (ha : a ∉ S) :
    pairEnergy u v (insert a S) = pairEnergy u v S + (u a + ∑ j ∈ S, v a j) := by
  have h : ∑ i ∈ S, ∑ j ∈ (insert a S).erase i, v i j
      = (∑ i ∈ S, v a i) + ∑ i ∈ S, ∑ j ∈ S.erase i, v i j := by
    rw [← Finset.sum_add_distrib]
    refine Finset.sum_congr rfl fun i hi => ?_
    have hia : a ≠ i := fun h => ha (h ▸ hi)
    rw [Finset.erase_insert_of_ne hia,
      Finset.sum_insert (fun h => ha (Finset.mem_of_mem_erase h)), hv i a]
  unfold pairEnergy
  rw [Finset.sum_insert ha, Finset.sum_insert ha, Finset.erase_insert ha, h]
  ring
```

## Three differences remove a pair energy

The formula just found was proved only for clusters $S$ that do not contain $a$. That is enough, because $\Delta F(T)$ depends only on the values of $F$ on subclusters of $T$.

```lean
omit [DecidableEq ι] in
private theorem increment_congr {F G : Finset ι → ℝ} {T : Finset ι}
    (h : ∀ S, S ⊆ T → F S = G S) : increment F T = increment G T :=
  Finset.sum_congr rfl fun S hS => by rw [h S (Finset.mem_powerset.1 hS)]
```

A constant has difference zero, so its increment vanishes on every cluster of at least one particle. In this proof and the next two, the induction principle serves only to write $T$ as a smaller cluster plus one particle $a$; the induction hypothesis is not used.

```lean
private theorem increment_const (k : ℝ) (T : Finset ι) (hT : 1 ≤ T.card) :
    increment (fun _ => k) T = 0 := by
  induction T using Finset.induction_on with
  | empty => simp at hT
  | insert a T ha _ =>
    rw [increment_insert _ ha]
    simp [increment]
```

The function $k+\sum_{j\in S}f_j$ changes by the constant $f_a$ when $a$ is added. If $T$ has at least two particles, at least one remains after $a$ is split off, and the previous step applies.

```lean
private theorem increment_oneBody (k : ℝ) (f : ι → ℝ) (T : Finset ι) (hT : 2 ≤ T.card) :
    increment (fun S => k + ∑ j ∈ S, f j) T = 0 := by
  induction T using Finset.induction_on with
  | empty => simp at hT
  | insert a T ha _ =>
    rw [Finset.card_insert_of_notMem ha] at hT
    rw [increment_insert _ ha]
    refine (increment_congr fun S hS => ?_).trans (increment_const (f a) T (by omega))
    rw [Finset.sum_insert (fun h => ha (hS h))]
    ring
```

The pair energy changes by $u_a+\sum_{j\in S}v_{aj}$, which has the form just treated, with $k=u_a$ and $f_j=v_{aj}$. Its increments therefore vanish on every cluster of at least three particles.

```lean
/-- The increments of a pair energy vanish on every cluster of at least three particles. -/
theorem increment_pairEnergy (u : ι → ℝ) (v : ι → ι → ℝ) (hv : ∀ i j, v i j = v j i)
    (T : Finset ι) (hT : 3 ≤ T.card) : increment (pairEnergy u v) T = 0 := by
  induction T using Finset.induction_on with
  | empty => simp at hT
  | insert a T ha _ =>
    rw [Finset.card_insert_of_notMem ha] at hT
    rw [increment_insert _ ha]
    -- one difference lowers the body order by one
    refine (increment_congr fun S hS => ?_).trans
      (increment_oneBody (u a) (v a) T (by omega))
    rw [pairEnergy_insert u v hv (fun h => ha (hS h))]
    ring
```

## Small clusters and higher increments fix the energy

In $\Delta F(S)$ the full cluster appears with sign $+1$, so

$$F(S)=\Delta F(S)-\sum_{U\subsetneq S}(-1)^{|S|-|U|}F(U).$$

Suppose that $F$ and $G$ agree on clusters of at most $n$ particles and have equal increments on all larger ones. If they already agree on every proper subcluster of $S$, the formula gives $F(S)=G(S)$. Strong induction on the cluster completes the argument: `hs` is the equality of the sums over proper subclusters, and `linarith` solves for the remaining term.

```lean
/-- Two energy functions coincide if they agree on all clusters of at most `n` particles and have
the same increments on all larger clusters. -/
theorem eq_of_small_clusters (n : ℕ) (F G : Finset ι → ℝ)
    (hsmall : ∀ S, S.card ≤ n → F S = G S)
    (hlarge : ∀ S, n < S.card → increment F S = increment G S) (S : Finset ι) :
    F S = G S := by
  induction S using Finset.strongInduction with
  | H S ih =>
    rcases Nat.lt_or_ge n S.card with h | h
    · -- split off the full cluster; proper subclusters agree by induction
      have hF := Finset.add_sum_erase S.powerset
        (fun U => (-1 : ℝ) ^ (S.card - U.card) * F U) (Finset.mem_powerset_self S)
      have hG := Finset.add_sum_erase S.powerset
        (fun U => (-1 : ℝ) ^ (S.card - U.card) * G U) (Finset.mem_powerset_self S)
      have hs : ∑ U ∈ S.powerset.erase S, (-1 : ℝ) ^ (S.card - U.card) * F U
          = ∑ U ∈ S.powerset.erase S, (-1 : ℝ) ^ (S.card - U.card) * G U := by
        refine Finset.sum_congr rfl fun U hU => ?_
        rw [Finset.mem_erase, Finset.mem_powerset] at hU
        rw [ih U (Finset.ssubset_iff_subset_ne.2 ⟨hU.2, hU.1⟩)]
      have hi := hlarge S h
      unfold increment at hi
      simp only [Nat.sub_self, pow_zero, one_mul] at hF hG
      linarith
    · exact hsmall S h
```

## Monomers and dimers determine the terms

If $F=E_{u,v}$, evaluation on a monomer gives $F(\{i\})=u_i$. On a dimer it gives $F(\{i,j\})=u_i+u_j+v_{ij}$, so $v_{ij}$ is the dimer interaction energy for $i\ne j$.

```lean
/-- The one-body terms of a pairwise additive energy, and its pair potential between distinct
particles, are unique: they are the monomer energies and the dimer interaction energies. -/
theorem pair_potential_unique (F : Finset ι → ℝ) (u : ι → ℝ) (v : ι → ι → ℝ)
    (hv : ∀ i j, v i j = v j i) (h : ∀ S, F S = pairEnergy u v S) :
    (∀ i, u i = F {i}) ∧ ∀ i j, i ≠ j → v i j = interaction F i j := by
  have h1 : ∀ i, F {i} = u i := fun i => by rw [h]; simp [pairEnergy]
  refine ⟨fun i => (h1 i).symm, fun i j hij => ?_⟩
  have h2 : F {i, j} = F {j} + (u i + v i j) := by
    rw [h {i, j}, pairEnergy_insert u v hv (by simpa using hij), ← h {j},
      Finset.sum_singleton]
  unfold interaction
  rw [h2, h1 i]
  ring
```

Conversely, let $F(\varnothing)=0$ and let all increments on three or more particles vanish. Compare $F$ with the pair energy built from its own monomers and dimers:

- On the empty cluster both are zero.
- On a monomer both equal $F(\{i\})$.
- On a dimer the pair energy is $F(\{i\})+F(\{j\})+[F(\{i,j\})-F(\{i\})-F(\{j\})]=F(\{i,j\})$.
- On larger clusters both increments are zero.

The previous result with $n=2$ then gives equality on every cluster.

```lean
/-- If the empty cluster has zero energy and all increments on three or more particles vanish,
the energy is the pair energy built from monomer energies and dimer interactions. -/
theorem eq_pairEnergy (F : Finset ι → ℝ) (h0 : F ∅ = 0)
    (h : ∀ T, 3 ≤ T.card → increment F T = 0) (S : Finset ι) :
    F S = pairEnergy (fun i => F {i}) (interaction F) S := by
  have hv : ∀ i j, interaction F i j = interaction F j i := fun i j => by
    unfold interaction
    rw [Finset.pair_comm i j]
    ring
  have h1 : ∀ i, pairEnergy (fun i => F {i}) (interaction F) {i} = F {i} := fun i => by
    simp [pairEnergy]
  refine eq_of_small_clusters 2 F _ (fun U hU => ?_) (fun U hU => ?_) S
  · have hc : U.card = 0 ∨ U.card = 1 ∨ U.card = 2 := by omega
    rcases hc with hc | hc | hc
    · rw [Finset.card_eq_zero.1 hc, h0]
      simp [pairEnergy]
    · obtain ⟨x, rfl⟩ := Finset.card_eq_one.1 hc
      exact (h1 x).symm
    · obtain ⟨x, y, hxy, rfl⟩ := Finset.card_eq_two.1 hc
      rw [pairEnergy_insert _ _ hv (by simpa using hxy), h1, Finset.sum_singleton]
      simp only [interaction]
      ring
  · rw [h U hU, increment_pairEnergy _ _ hv U hU]
```

The two directions combine into the criterion. Its right-hand side covers every cluster size from three upwards, not only trimers.

```lean
/-- An energy function that vanishes on the empty cluster is a sum of one-body and symmetric
two-body terms if and only if its increments vanish on all clusters of three or more particles. -/
theorem isPairwiseAdditive_iff (F : Finset ι → ℝ) (h0 : F ∅ = 0) :
    IsPairwiseAdditive F ↔ ∀ T, 3 ≤ T.card → increment F T = 0 := by
  constructor
  · rintro ⟨u, v, hv, h⟩ T hT
    rw [funext h]
    exact increment_pairEnergy u v hv T hT
  · intro h
    refine ⟨fun i => F {i}, interaction F, fun i j => ?_, eq_pairEnergy F h0 h⟩
    unfold interaction
    rw [Finset.pair_comm i j]
    ring
```

The hypothesis `h0` sets the energy zero: no particles, no energy. Without it the criterion fails. Take $F(S)=1$ for every $S$. All its increments on nonempty clusters vanish, but every pair energy is zero on the empty cluster, so $F$ is not pairwise additive.

The pair potential could also have been modelled as a function on two-element sets of particles. Symmetry would then be built in, the factor one half would disappear, and uniqueness would need no condition $i\ne j$, since there would be no diagonal values.

## The energy of N particles from dimer calculations

Let $F$ be pairwise additive and let $S$ have $N$ particles. Summing the interaction energies over ordered pairs gives

$$\sum_{i\in S}\sum_{j\ne i}\bigl[F(\{i,j\})-F(\{i\})-F(\{j\})\bigr]=\sum_{i\in S}\sum_{j\ne i}F(\{i,j\})-2(N-1)\sum_{i\in S}F(\{i\}),$$

where $j$ also runs over $S$. Halving this and adding the monomer energies leaves the coefficient $1-(N-1)=-(N-2)$:

$$F(S)=\frac12\sum_{i\in S}\sum_{j\ne i}F(\{i,j\})-(N-2)\sum_{i\in S}F(\{i\}).$$

This is the many-body expansion of electronic-structure practice truncated at dimers, and it is exact here because pairwise additivity is assumed. In Lean, `inner` does the sum over $j$ for fixed $i$. The condition $F(\varnothing)=0$ is derived from pairwise additivity, and $N-2$ is a real number, so the formula also holds for $N=0$ and $N=1$.

```lean
/-- A pairwise additive energy of `N` particles is the sum of all dimer energies minus `N - 2`
times the sum of all monomer energies. -/
theorem energy_from_dimers (F : Finset ι → ℝ) (hF : IsPairwiseAdditive F) (S : Finset ι) :
    F S = 1 / 2 * (∑ i ∈ S, ∑ j ∈ S.erase i, F {i, j})
      - ((S.card : ℝ) - 2) * ∑ i ∈ S, F {i} := by
  have h0 : F ∅ = 0 := by
    obtain ⟨u, v, _, h⟩ := hF
    rw [h]
    simp [pairEnergy]
  -- interactions of one particle with all the others
  have inner : ∀ i ∈ S, ∑ j ∈ S.erase i, interaction F i j
      = (∑ j ∈ S.erase i, F {i, j}) - ((S.card : ℝ) - 2) * F {i} - ∑ j ∈ S, F {j} := by
    intro i hi
    have h1 : F {i} + ∑ j ∈ S.erase i, F {j} = ∑ j ∈ S, F {j} :=
      Finset.add_sum_erase S (fun j => F {j}) hi
    have h2 : ((S.erase i).card : ℝ) + 1 = S.card := by
      exact_mod_cast Finset.card_erase_add_one hi
    simp only [interaction, Finset.sum_sub_distrib, Finset.sum_const, nsmul_eq_mul]
    linear_combination (-1 : ℝ) * h1 - F {i} * h2
  rw [eq_pairEnergy F h0 ((isPairwiseAdditive_iff F h0).1 hF) S]
  unfold pairEnergy
  rw [Finset.sum_congr rfl inner]
  simp only [Finset.sum_sub_distrib, ← Finset.mul_sum, Finset.sum_const, nsmul_eq_mul]
  ring
```

## A three-body energy that dimers do not show

Choose a triple $t$ and an energy $\varepsilon\ne0$, and let $F(S)=\varepsilon$ if $t\subseteq S$ and $F(S)=0$ otherwise. No cluster of at most two particles contains $t$, so all monomer and dimer energies are zero. If $F$ were pairwise additive, its increments on larger clusters would vanish too. It would then agree with the zero function everywhere, which contradicts $F(t)=\varepsilon$. In this idealised model, dimer data alone cannot reveal a missing three-body term in a force field.

```lean
/-- An energy `ε ≠ 0` that appears only when all three particles of a triple `t` are present is
zero on all clusters of at most two particles, yet it is not pairwise additive. -/
theorem three_body_not_pairwise (t : Finset ι) (ht : t.card = 3) (ε : ℝ) (hε : ε ≠ 0) :
    (∀ S : Finset ι, S.card ≤ 2 → (if t ⊆ S then ε else 0) = 0) ∧
      ¬ IsPairwiseAdditive (fun S : Finset ι => if t ⊆ S then ε else 0) := by
  have hs : ∀ S : Finset ι, S.card ≤ 2 → (if t ⊆ S then ε else 0) = 0 := by
    intro S hS
    refine if_neg fun h => ?_
    have := Finset.card_le_card h
    omega
  refine ⟨hs, fun hF => hε ?_⟩
  have hinc := (isPairwiseAdditive_iff _ (hs ∅ (by simp))).1 hF
  -- pairwise additivity would force the energy to vanish everywhere
  have hz := eq_of_small_clusters 2 (fun S : Finset ι => if t ⊆ S then ε else 0)
    (fun _ => 0) hs (fun S hS => by rw [hinc S hS]; simp [increment]) t
  simpa using hz

end

end PairwiseAdditivity
```

```lean
#print axioms PairwiseAdditivity.pair_potential_unique
#print axioms PairwiseAdditivity.isPairwiseAdditive_iff
#print axioms PairwiseAdditivity.energy_from_dimers
#print axioms PairwiseAdditivity.three_body_not_pairwise
```

```
'PairwiseAdditivity.pair_potential_unique' depends on axioms: [propext, Classical.choice, Quot.sound]
'PairwiseAdditivity.isPairwiseAdditive_iff' depends on axioms: [propext, Classical.choice, Quot.sound]
'PairwiseAdditivity.energy_from_dimers' depends on axioms: [propext, Classical.choice, Quot.sound]
'PairwiseAdditivity.three_body_not_pairwise' depends on axioms: [propext, Classical.choice, Quot.sound]
```
